# Near-optimality of DIIS coefficients that satisfy the Pulay equations to within δ

An inexact solution of the Pulay equations needs a definition before anything can be proved about it, and two are used here. Let $e_i$ be finitely many stored error vectors in a real inner product space $E$, let $B_{ij}=\langle e_i,e_j\rangle$, and let $r=\sum_i c_i e_i$ with real coefficients $c_i$. DIIS minimises $\|r\|^2=\sum_{ij}c_iB_{ij}c_j$ under $\sum_i c_i=1$. Stationarity of $\sum_{ij}c_iB_{ij}c_j-2\lambda\left(\sum_i c_i-1\right)$ with a multiplier $\lambda$ gives the Pulay equations $(Bc)_j=\lambda$ for every $j$, and contracting with $c_j$ gives $\lambda=\|r\|^2$. One may therefore measure the error of row $j$ against $\|r\|^2$, which eliminates the multiplier, or against whatever number $l$ a solver returns in place of $\lambda$. Parts (d) to (f), (i) and (j) take the first option, and parts (g) and (h) the second. In both, every row error is assumed to be at most $\delta$ in absolute value, while a constraint such as $\sum_i c_i=1$ is taken to hold exactly. A maximum-norm residual of at most $\delta$ in the rows $(Bc)_j=l$, without any rescaling of $B$, bounds the row errors measured against $l$ by $\delta$; by (h) it bounds those measured against $\|r\|^2$ only by $\delta\left(1+\sum_i|c_i|\right)$. In each part the number $\delta$ is the bound on the kind of row error used there, and it has the dimension of a squared error norm. It is assumed and never derived from a model of rounding.

In a self-consistent-field iteration with real matrices, the $e_i$ can be the commutator errors of stored Fock and density matrices with the Frobenius product, and the bounds then concern one extrapolation step over a finite history and only the linear combination $\sum_i c_ie_i$, which in general is not the error that the next Fock build produces.

## Error vectors, overlap matrix and defects

The index type `ι` is finite and labels the history. The space `E` may have any dimension and need not be complete. The vectors `e i` may be linearly dependent, so $B$ may be singular, and no inverse appears anywhere. Scalars are real, and `inner ℝ` is the symmetric inner product.

```lean
import Mathlib

open Matrix

namespace InexactPulay

noncomputable section

variable {ι E : Type*} [Fintype ι] [NormedAddCommGroup E] [InnerProductSpace ℝ E]
```

`combo e c` is $\sum_i c_ie_i$ for arbitrary coefficients. The constraint is a separate hypothesis in the theorems that need it, and coefficients that obey it are called sum-one.

```lean
/-- The extrapolated error vector `∑ cᵢ eᵢ` built from the stored error vectors `eᵢ`. -/
def combo (e : ι → E) (c : ι → ℝ) : E := ∑ i, c i • e i
```

`diisMatrix e` is $B$ without the border row and column that carry the constraint in the usual DIIS linear system. The sign convention for the multiplier is $(Bc)_j=+\lambda$.

```lean
/-- The DIIS matrix `B` of overlaps `Bᵢⱼ = ⟨eᵢ, eⱼ⟩`. -/
def diisMatrix (e : ι → E) : Matrix ι ι ℝ := Matrix.of fun i j => inner ℝ (e i) (e j)
```

`pulayDefect e r j` is $\Delta_j=\langle e_j,r\rangle-\|r\|^2$. It is defined for any vector $r\in E$, whether or not $r$ is built from the $e_i$.

```lean
/-- The defect `⟨eⱼ, r⟩ - ‖r‖²` of the `j`-th Pulay equation at the vector `r`. -/
def pulayDefect (e : ι → E) (r : E) (j : ι) : ℝ := inner ℝ (e j) r - ‖r‖ ^ 2
```

`twoPoint t` is the family $e_0=1-t$, $e_1=1+t$ in $E=\mathbb R$, for a real parameter $t$. It is used in part (j).

```lean
/-- Two error vectors `1 - t` and `1 + t` on the real line. -/
def twoPoint (t : ℝ) : Fin 2 → ℝ := ![1 - t, 1 + t]
```

## (a) The rows of $Bc$ are overlaps

Show that $(Bc)_j=\langle e_j,\sum_i c_ie_i\rangle$ for any coefficients $c$.

Linearity in the second argument gives
$$\Big\langle e_j,\sum_i c_ie_i\Big\rangle=\sum_i c_i\langle e_j,e_i\rangle=\sum_i B_{ji}c_i=(Bc)_j .$$

In Lean `*ᵥ` is the matrix–vector product. `inner_sum` moves the sum out of the inner product and `real_inner_smul_right` moves each coefficient out.

```lean
/-- The `j`-th component of `B c` is the overlap of `eⱼ` with `∑ cᵢ eᵢ`. -/
theorem diisMatrix_mulVec (e : ι → E) (c : ι → ℝ) (j : ι) :
    (diisMatrix e *ᵥ c) j = inner ℝ (e j) (combo e c) := by
  unfold diisMatrix combo
  rw [inner_sum]
  simp only [Matrix.mulVec, dotProduct, Matrix.of_apply]
  refine Finset.sum_congr rfl fun i _ => ?_
  rw [real_inner_smul_right, mul_comm]
```

## (b) Shifting an overlap by a constant

Let $d$ be sum-one and $s=\sum_j d_je_j$. Show that for any vector $r$ and any real $l$,
$$\langle s,r\rangle-l=\sum_j d_j\big(\langle e_j,r\rangle-l\big).$$

Linearity in the first argument gives $\langle s,r\rangle=\sum_j d_j\langle e_j,r\rangle$. Since $\sum_j d_j=1$, one has $l=\sum_j d_j\,l$. Subtracting the two sums term by term gives the claim.

These two equations are `h1` and `h2`, and `hd` enters only in `h2`. In parts (d) to (i) every use of a sum-one constraint goes through this lemma.

```lean
/-- For sum-one coefficients `d`, the overlap `⟨∑ dⱼ eⱼ, r⟩` minus any number `l` equals
`∑ dⱼ (⟨eⱼ, r⟩ - l)`. -/
theorem inner_combo_sub (e : ι → E) (d : ι → ℝ) (hd : ∑ i, d i = 1) (r : E) (l : ℝ) :
    inner ℝ (combo e d) r - l = ∑ j, d j * (inner ℝ (e j) r - l) := by
  have h1 : inner ℝ (combo e d) r = ∑ j, d j * inner ℝ (e j) r := by
    unfold combo
    rw [sum_inner]
    refine Finset.sum_congr rfl fun i _ => ?_
    rw [real_inner_smul_left]
  have h2 : ∑ j, d j * l = l := by rw [← Finset.sum_mul, hd, one_mul]
  simp only [mul_sub, Finset.sum_sub_distrib]
  rw [h1, h2]
```

## (c) A weighted sum of small numbers

Let $w_j$ and $x_j$ be real with $|x_j|\le\delta$ for all $j$. Show that $\left|\sum_j w_jx_j\right|\le\delta\sum_j|w_j|$.

By the triangle inequality and the hypothesis,
$$\Big|\sum_j w_jx_j\Big|\le\sum_j|w_j|\,|x_j|\le\sum_j|w_j|\,\delta .$$

The first step is `Finset.abs_sum_le_sum_abs`, and `Finset.sum_le_sum` reduces the second to one term. No sign condition on $\delta$ is stated. For an empty index set both sides are zero, and otherwise `hx` forces $\delta\ge0$.

```lean
/-- If every `|xⱼ|` is at most `δ`, then `|∑ wⱼ xⱼ| ≤ δ ∑ |wⱼ|`. -/
theorem abs_weighted_sum_le (w x : ι → ℝ) {δ : ℝ} (hx : ∀ j, |x j| ≤ δ) :
    |∑ j, w j * x j| ≤ δ * ∑ j, |w j| := by
  refine (Finset.abs_sum_le_sum_abs _ _).trans ?_
  rw [Finset.mul_sum]
  refine Finset.sum_le_sum fun j _ => ?_
  rw [abs_mul, mul_comm δ]
  exact mul_le_mul_of_nonneg_left (hx j) (abs_nonneg _)
```

## (d) An exact identity for $\|s\|^2$

For sum-one $d$, $s=\sum_j d_je_j$ and any vector $r$, show that
$$\|s\|^2=\|r\|^2+2\sum_j d_j\Delta_j+\|s-r\|^2 .$$

Expanding the square gives $\|s-r\|^2=\|s\|^2-2\langle s,r\rangle+\|r\|^2$, so
$$\|s\|^2=\|s-r\|^2+2\langle s,r\rangle-\|r\|^2=\|s-r\|^2+\|r\|^2+2\big(\langle s,r\rangle-\|r\|^2\big).$$
Part (b) with $l=\|r\|^2$ turns the bracket into $\sum_j d_j\Delta_j$. When all defects vanish this is Pythagoras' relation for $r$ and $s-r$.

In the proof `h1` is that instance of (b), `h2` is the expansion `norm_sub_sq_real`, and `linarith` eliminates $\langle s,r\rangle$ between them.

```lean
/-- For sum-one `d` with `s = ∑ dᵢ eᵢ` and any vector `r`, the squared norm `‖s‖²` equals
`‖r‖²` plus twice the `d`-weighted sum of the Pulay defects plus `‖s - r‖²`. -/
theorem normSq_combo_eq (e : ι → E) (d : ι → ℝ) (hd : ∑ i, d i = 1) (r : E) :
    ‖combo e d‖ ^ 2
      = ‖r‖ ^ 2 + 2 * ∑ j, d j * pulayDefect e r j + ‖combo e d - r‖ ^ 2 := by
  have h1 := inner_combo_sub e d hd r (‖r‖ ^ 2)
  have h2 := norm_sub_sq_real (combo e d) r
  unfold pulayDefect
  linarith
```

## (e) The bound with the distance term

Suppose $|\Delta_j|\le\delta$ for all $j$. Show that every sum-one $d$ satisfies
$$\|r\|^2+\|s-r\|^2\le\|s\|^2+2\delta\sum_i|d_i| .$$

Part (c) with $w_j=d_j$ and $x_j=\Delta_j$ gives $\sum_j d_j\Delta_j\ge-\delta\sum_j|d_j|$. Rearranging (d),
$$\|r\|^2+\|s-r\|^2=\|s\|^2-2\sum_j d_j\Delta_j\le\|s\|^2+2\delta\sum_j|d_j| .$$

The hypothesis `hr` is the bound on the defects. `abs_le.1` splits the absolute-value inequality of (c) into two, and the lower one is kept as `h2`.

```lean
/-- If all Pulay defects at `r` are at most `δ` in absolute value, every sum-one combination
`s = ∑ dᵢ eᵢ` satisfies `‖r‖² + ‖s - r‖² ≤ ‖s‖² + 2 δ ∑ |dᵢ|`. -/
theorem inexact_pulay_with_distance (e : ι → E) (r : E) {δ : ℝ}
    (hr : ∀ j, |pulayDefect e r j| ≤ δ) (d : ι → ℝ) (hd : ∑ i, d i = 1) :
    ‖r‖ ^ 2 + ‖combo e d - r‖ ^ 2 ≤ ‖combo e d‖ ^ 2 + 2 * δ * ∑ i, |d i| := by
  have h1 := normSq_combo_eq e d hd r
  -- the weighted defects are bounded below by `-δ ∑ |dᵢ|`
  have h2 := (abs_le.1 (abs_weighted_sum_le d (pulayDefect e r) hr)).1
  linarith
```

## (f) Near-minimality of $\|r\|^2$

Under the same hypotheses, show that $\|r\|^2\le\|s\|^2+2\delta\sum_i|d_i|$.

The term $\|s-r\|^2$ on the left of (e) is non-negative, and discarding it leaves the inequality. In Lean this is `sq_nonneg` followed by `linarith`.

The theorem `inexact_pulay` takes an arbitrary `r : E`, so the DIIS case $r=\sum_i c_ie_i$ with sum-one $c$ is one instance of it. Read in words, no competing sum-one combination $s$ undercuts $\|r\|^2$ by more than $2\delta\sum_i|d_i|$. The allowance depends on the competitor's coefficients. It is $2\delta$ when all $d_i\ge0$, for example when $s$ is a single stored vector, and it grows when large coefficients of opposite sign cancel. At $\delta=0$ the statement says that a sum-one solution of the Pulay equations minimises the norm among sum-one combinations. The converse implication, the existence of a solution and the convergence of the outer iteration are not treated.

The constraint `hd` excludes the trivial choice $d=0$. Take $E=\mathbb R$, one vector $e_0=1$ and $r=1$, so that $\Delta_0=0$ and $\delta=0$ is allowed. The coefficient $d_0=0$ violates the constraint, gives $s=0$, and the inequality would read $1\le0$. This example and its companion in (g) are arithmetic left to the reader's inspection, with no Lean theorem behind them.

```lean
/-- If a vector `r` satisfies `|⟨eⱼ, r⟩ - ‖r‖²| ≤ δ` for all `j`, then every sum-one `d`
satisfies `‖r‖² ≤ ‖∑ dᵢ eᵢ‖² + 2 δ ∑ |dᵢ|`. -/
theorem inexact_pulay (e : ι → E) (r : E) {δ : ℝ}
    (hr : ∀ j, |pulayDefect e r j| ≤ δ) (d : ι → ℝ) (hd : ∑ i, d i = 1) :
    ‖r‖ ^ 2 ≤ ‖combo e d‖ ^ 2 + 2 * δ * ∑ i, |d i| := by
  have h1 := inexact_pulay_with_distance e r hr d hd
  have h2 := sq_nonneg ‖combo e d - r‖
  linarith
```

## (g) Residuals measured against a computed multiplier

Let $c$ and $d$ be sum-one, $r=\sum_i c_ie_i$, $s=\sum_i d_ie_i$, and suppose $|(Bc)_j-l|\le\delta$ for all $j$ and some real $l$. Show that
$$\|r\|^2+\|s-r\|^2\le\|s\|^2+2\delta\sum_i|d_i-c_i| .$$

Put $x_j=\langle e_j,r\rangle-l$. By (a), $x_j=(Bc)_j-l$, so $|x_j|\le\delta$. Part (b) applied to $d$ and to $c$ gives
$$\langle s,r\rangle-l=\sum_j d_jx_j,\qquad \|r\|^2-l=\sum_j c_jx_j .$$
The number $l$ cancels on the left in the difference, and (c) with weights $d_j-c_j$ gives
$$\langle s,r\rangle-\|r\|^2=\sum_j(d_j-c_j)x_j\ge-\delta\sum_j|d_j-c_j| .$$
Expanding the square, $\|r\|^2+\|s-r\|^2=\|s\|^2-2\big(\langle s,r\rangle-\|r\|^2\big)$, and the bound follows. The allowance now vanishes at $d=c$.

Here $\sum_i c_i=1$ is needed. With $E=\mathbb R$, $e_0=1$, $c_0=2$ and $l=2$ one has $(Bc)_0=l$, so $\delta=0$ is allowed. For $d_0=1$ the left side is $4+1=5$ and the right side is $1$.

The hypothesis `hB` bounds the residual of the rows $(Bc)_j=l$, where $B$ holds the exact overlaps. The two uses of (b) are `h1` and `h2`, `h3` splits the sum over $d_j-c_j$, `h4` is the lower bound from (c), and `h5` is the expanded square.

```lean
/-- If sum-one `c` satisfies `|(B c)ⱼ - l| ≤ δ` for some number `l`, then with `r = ∑ cᵢ eᵢ`
every sum-one `s = ∑ dᵢ eᵢ` satisfies `‖r‖² + ‖s - r‖² ≤ ‖s‖² + 2 δ ∑ |dᵢ - cᵢ|`. -/
theorem inexact_pulay_multiplier (e : ι → E) (c : ι → ℝ) (hc : ∑ i, c i = 1) {l δ : ℝ}
    (hB : ∀ j, |(diisMatrix e *ᵥ c) j - l| ≤ δ) (d : ι → ℝ) (hd : ∑ i, d i = 1) :
    ‖combo e c‖ ^ 2 + ‖combo e d - combo e c‖ ^ 2
      ≤ ‖combo e d‖ ^ 2 + 2 * δ * ∑ i, |d i - c i| := by
  simp only [diisMatrix_mulVec] at hB
  have h1 := inner_combo_sub e d hd (combo e c) l
  have h2 := inner_combo_sub e c hc (combo e c) l
  rw [real_inner_self_eq_norm_sq] at h2
  -- the multiplier `l` drops out of the difference of the two overlaps
  have h3 : ∑ j, (d j - c j) * (inner ℝ (e j) (combo e c) - l)
      = ∑ j, d j * (inner ℝ (e j) (combo e c) - l)
        - ∑ j, c j * (inner ℝ (e j) (combo e c) - l) := by
    rw [← Finset.sum_sub_distrib]
    exact Finset.sum_congr rfl fun j _ => by ring
  have h4 := (abs_le.1 (abs_weighted_sum_le (fun j => d j - c j)
    (fun j => inner ℝ (e j) (combo e c) - l) hB)).1
  have h5 := norm_sub_sq_real (combo e d) (combo e c)
  rw [h3] at h4
  linarith
```

## (h) How far the multiplier is from $\|r\|^2$

With $c$, $r$, $l$ and $\delta$ as in (g), show that $\left|\|r\|^2-l\right|\le\delta\sum_i|c_i|$.

The second equation of (g) reads $\|r\|^2-l=\sum_j c_jx_j$ with $|x_j|\le\delta$, and (c) with weights $c_j$ bounds its absolute value. At $\delta=0$ this is the relation $\lambda=\|r\|^2$ from the opening paragraph, and for $\delta>0$ it bounds the error made in reading $l$ as the squared norm of the extrapolated vector.

The proof rewrites $\langle r,r\rangle$ as $\|r\|^2$ with `real_inner_self_eq_norm_sq` and applies `abs_weighted_sum_le` directly.

```lean
/-- If sum-one `c` satisfies `|(B c)ⱼ - l| ≤ δ` for all `j`, then `l` differs from
`‖∑ cᵢ eᵢ‖²` by at most `δ ∑ |cᵢ|`. -/
theorem multiplier_estimate (e : ι → E) (c : ι → ℝ) (hc : ∑ i, c i = 1) {l δ : ℝ}
    (hB : ∀ j, |(diisMatrix e *ᵥ c) j - l| ≤ δ) :
    |‖combo e c‖ ^ 2 - l| ≤ δ * ∑ i, |c i| := by
  simp only [diisMatrix_mulVec] at hB
  have h := inner_combo_sub e c hc (combo e c) l
  rw [real_inner_self_eq_norm_sq] at h
  rw [h]
  exact abs_weighted_sum_le c (fun j => inner ℝ (e j) (combo e c) - l) hB
```

## (i) The gap to an exact solution

Let $c$ and $d$ be sum-one with $r$ and $s$ as before. Suppose $|\Delta_j|\le\delta$ at $r$, and suppose $(Bd)_j=m$ for all $j$ and some real $m$. Show that
$$\|r-s\|^2=\|r\|^2-\|s\|^2\le\delta\sum_i|d_i| .$$

By (a), $\langle e_j,s\rangle=m$ for all $j$. Part (b) with the vector $s$ and the shift $m$ has a vanishing right side for any sum-one coefficients. For $c$ it gives $\langle r,s\rangle=m$, and for $d$ it gives $\|s\|^2=m$. Hence
$$\|r-s\|^2=\|r\|^2-2m+m=\|r\|^2-\|s\|^2 .$$
Inserting this for the last term of (d) gives $\|s\|^2=2\|r\|^2-\|s\|^2+2\sum_j d_j\Delta_j$, that is
$$\|r\|^2-\|s\|^2=-\sum_j d_j\Delta_j\le\delta\sum_j|d_j| .$$
Against an exact solution the factor 2 of (f) becomes 1, and the same number bounds the squared distance between the inexact and the exact extrapolated vector.

The exact solution $d$ is assumed through `hd` and `hB` and is not constructed. If there are several, the bound holds for each. After `simp only` has set the sums to zero, `h1` and `h2` are the two equations for $m$. `h3` is the expanded square, `h4` is (d) with $s-r$ turned into $r-s$ by `norm_sub_rev`, and `h5` is the lower bound from (c). Both halves of the conjunction are linear consequences.

```lean
/-- Let `r = ∑ cᵢ eᵢ` have Pulay defects at most `δ` in absolute value and let `s = ∑ dᵢ eᵢ`
have `(B d)ⱼ = m` for all `j`, with `c` and `d` sum-one. Then `‖r - s‖² = ‖r‖² - ‖s‖²`, and
this number is at most `δ ∑ |dᵢ|`. -/
theorem gap_to_exact_solution (e : ι → E) (c d : ι → ℝ) (hc : ∑ i, c i = 1)
    (hd : ∑ i, d i = 1) {δ m : ℝ} (hr : ∀ j, |pulayDefect e (combo e c) j| ≤ δ)
    (hB : ∀ j, (diisMatrix e *ᵥ d) j = m) :
    ‖combo e c - combo e d‖ ^ 2 = ‖combo e c‖ ^ 2 - ‖combo e d‖ ^ 2 ∧
      ‖combo e c‖ ^ 2 - ‖combo e d‖ ^ 2 ≤ δ * ∑ i, |d i| := by
  simp only [diisMatrix_mulVec] at hB
  -- both `⟨r, s⟩` and `‖s‖²` equal `m`
  have h1 := inner_combo_sub e c hc (combo e d) m
  have h2 := inner_combo_sub e d hd (combo e d) m
  simp only [hB, sub_self, mul_zero, Finset.sum_const_zero] at h1 h2
  rw [real_inner_self_eq_norm_sq] at h2
  have h3 := norm_sub_sq_real (combo e c) (combo e d)
  have h4 := normSq_combo_eq e d hd (combo e c)
  rw [norm_sub_rev] at h4
  have h5 := (abs_le.1 (abs_weighted_sum_le d (pulayDefect e (combo e c)) hr)).1
  constructor <;> linarith
```

## (j) No constant below 2 works in (f)

Let $K$ and $t$ be real with $0<t<2-K$. For $e=(1-t,\,1+t)$ in $\mathbb R$, $c=(\tfrac12,\tfrac12)$ and $d=(1,0)$, show that $c$ and $d$ are sum-one, that the defects at $r=\sum_i c_ie_i$ are at most $t$ in absolute value, and that $\|s\|^2+Kt\sum_i|d_i|<\|r\|^2$.

The sums are $\tfrac12+\tfrac12=1$ and $1+0=1$. The combinations are $r=\tfrac12(1-t)+\tfrac12(1+t)=1$ and $s=1-t$. The defects are $\Delta_j=e_j\cdot1-1$, so $\Delta_0=-t$ and $\Delta_1=t$. With $\sum_i|d_i|=1$,
$$\|r\|^2-\|s\|^2-Kt=1-(1-t)^2-Kt=t\,(2-K-t)>0 .$$

The theorem is stated as a witness, with `K` and `t` as parameters. For any $K<2$ the interval $0<t<2-K$ is non-empty, and any $t$ in it gives data that meet the hypotheses of (f) with $\delta=t$ and violate its conclusion when $K$ replaces 2. This remains so although $r$ is a sum-one combination. There is no conflict with (i), because $(Bd)_0=(1-t)^2$ and $(Bd)_1=(1+t)(1-t)$ agree only at $t=1$, where $\|r\|^2-\|s\|^2=1=\delta$ and the condition on $t$ forces $K<1$.

In the proof `hr` and `hs` evaluate the two combinations, `hdef` gives the defects, `h0` and `h1` bound them, and `hsum` is $\sum_i|d_i|=1$. The final `nlinarith` receives the positivity of the product $t\,(2-K-t)$ as its hint.

```lean
/-- For `e = (1 - t, 1 + t)`, `c = (1/2, 1/2)`, `d = (1, 0)` and `0 < t < 2 - K`, both
coefficient vectors sum to one and the Pulay defects at `r = ∑ cᵢ eᵢ` are at most `t` in
absolute value, while `‖∑ dᵢ eᵢ‖² + K t ∑ |dᵢ| < ‖r‖²`. -/
theorem constant_two_sharp_witness {K t : ℝ} (ht : 0 < t) (hK : t < 2 - K) :
    ∑ i, (![1 / 2, 1 / 2] : Fin 2 → ℝ) i = 1 ∧ ∑ i, (![1, 0] : Fin 2 → ℝ) i = 1 ∧
      (∀ j, |pulayDefect (twoPoint t) (combo (twoPoint t) ![1 / 2, 1 / 2]) j| ≤ t) ∧
      ‖combo (twoPoint t) ![1, 0]‖ ^ 2 + K * t * ∑ i, |(![1, 0] : Fin 2 → ℝ) i|
        < ‖combo (twoPoint t) ![1 / 2, 1 / 2]‖ ^ 2 := by
  have hr : combo (twoPoint t) ![1 / 2, 1 / 2] = 1 := by
    unfold combo
    rw [Fin.sum_univ_two]
    change (1 / 2 : ℝ) * (1 - t) + (1 / 2 : ℝ) * (1 + t) = 1
    ring
  have hs : combo (twoPoint t) ![1, 0] = 1 - t := by
    unfold combo
    rw [Fin.sum_univ_two]
    change (1 : ℝ) * (1 - t) + (0 : ℝ) * (1 + t) = 1 - t
    ring
  have hdef : ∀ j, pulayDefect (twoPoint t) 1 j = twoPoint t j - 1 := by
    intro j
    simp [pulayDefect]
  have h0 : |(1 - t) - 1| ≤ t := by rw [abs_le]; constructor <;> linarith
  have h1 : |(1 + t) - 1| ≤ t := by rw [abs_le]; constructor <;> linarith
  have hsum : ∑ i, |(![1, 0] : Fin 2 → ℝ) i| = 1 := by simp [Fin.sum_univ_two]
  rw [hr, hs, hsum]
  refine ⟨?_, ?_, ?_, ?_⟩
  · rw [Fin.sum_univ_two]
    change (1 / 2 : ℝ) + 1 / 2 = 1
    norm_num
  · simp [Fin.sum_univ_two]
  · refine Fin.forall_fin_two.2 ⟨?_, ?_⟩
    · rw [hdef]; exact h0
    · rw [hdef]; exact h1
  · rw [norm_one, Real.norm_eq_abs, sq_abs]
    nlinarith [mul_pos ht (sub_pos.2 hK)]

end

end InexactPulay
```

```lean
#print axioms InexactPulay.inexact_pulay_with_distance
-- 'InexactPulay.inexact_pulay_with_distance' depends on axioms: [propext, Classical.choice, Quot.sound]
#print axioms InexactPulay.inexact_pulay
-- 'InexactPulay.inexact_pulay' depends on axioms: [propext, Classical.choice, Quot.sound]
#print axioms InexactPulay.multiplier_estimate
-- 'InexactPulay.multiplier_estimate' depends on axioms: [propext, Classical.choice, Quot.sound]
#print axioms InexactPulay.gap_to_exact_solution
-- 'InexactPulay.gap_to_exact_solution' depends on axioms: [propext, Classical.choice, Quot.sound]
```
